# A Gaussian-transform integral cut off at ω is a rescaled Boys function

Take ρ > 0, ω ≥ 0 and the integral

∫₀^ω (ρ/(ρ+t²))^(3/2) dt.

The substitution v = t/√(ρ+t²) has dv/dt = (ρ/(ρ+t²))^(3/2)/√ρ, so the integrand is √ρ dv and the integral equals √ρ · ω/√(ρ+ω²). With s = ω²/(ω²+ρ), this is √ρ √s. The cutoff in t has become the upper limit √s in v.

The general case multiplies the integrand by (t²/(ρ+t²))ᵐ exp(−Tt²/(ρ+t²)), for a natural number m and a real T, and t²/(ρ+t²) is v². Such integrals arise when two Gaussian charge distributions interact through a long-range kernel used in range-separated hybrids,

erf(ωr)/r = (2/√π) ∫₀^ω exp(−r²t²) dt.

Here ρ is the reduced exponent pq/(p+q) of Gaussians with exponents p and q, and T = ρR² for centres a distance R apart. The Lean file starts from the resulting one-dimensional t-integral and takes this background as given.

```lean
import Mathlib

open Filter Topology Real

namespace RangeSeparatedBoys

noncomputable section
```

This loads Mathlib and opens a namespace for the definitions below.

```lean
/-- The Boys function `F_m(T)`, the integral of `u^(2m) exp(-T u²)` over `[0,1]`. -/
def boys (m : ℕ) (T : ℝ) : ℝ :=
  ∫ u in (0 : ℝ)..1, u ^ (2 * m) * Real.exp (-T * u ^ 2)
```

For a natural number m and any real T, `boys m T` is

F_m(T) = ∫₀¹ u^(2m) exp(−Tu²) du.

Physically T ≥ 0, but none of the theorems below assumes it.

```lean
/-- The scaling factor `s = ω² / (ω² + ρ)` for range-separation parameter `ω` and
reduced Gaussian exponent `ρ`. -/
def scale (ρ ω : ℝ) : ℝ := ω ^ 2 / (ω ^ 2 + ρ)
```

This is s. For ρ > 0 it lies between 0 (at ω = 0) and 1 (approached as ω grows).

```lean
/-- The long-range Boys function `G_m(T) = s^(m+1/2) F_m(s T)`, with the half-integer
power written as an odd power of `√s`. -/
def boysLR (ρ ω : ℝ) (m : ℕ) (T : ℝ) : ℝ :=
  √(scale ρ ω) ^ (2 * m + 1) * boys m (scale ρ ω * T)
```

The long-range function is G_m(T) = s^(m+1/2) F_m(sT). Lean writes the half-integer power as (√s)^(2m+1), which needs only natural-number exponents.

```lean
/-- The square of `√s` is `s` when the Gaussian exponent is positive. -/
lemma sq_sqrt_scale {ρ : ℝ} (hρ : 0 < ρ) (ω : ℝ) :
    √(scale ρ ω) ^ 2 = scale ρ ω :=
  Real.sq_sqrt (by unfold scale; positivity)
```

Since ρ > 0 makes s non-negative, (√s)² = s. The term `hρ : 0 < ρ` is the hypothesis, passed as an argument wherever it is needed.

```lean
/-- The derivative of the Boys function `F_m` is `-F_(m+1)`. -/
theorem hasDerivAt_boys (m : ℕ) (T : ℝ) :
    HasDerivAt (boys m) (-boys (m + 1) T) T := by
  -- a bound on the differentiated integrand, uniform for `x` near `T`
  have hbound : ∀ u : ℝ, u ∈ Set.uIoc (0 : ℝ) 1 → ∀ x ∈ Metric.ball T 1,
      ‖-(u ^ (2 * (m + 1)) * Real.exp (-x * u ^ 2))‖ ≤ Real.exp (|T| + 1) := by
    intro u hu x hx
    rw [Set.uIoc_of_le zero_le_one] at hu
    rw [Metric.mem_ball, Real.dist_eq, abs_lt] at hx
    have hu0 : 0 ≤ u := hu.1.le
    have h1 : u ^ (2 * (m + 1)) ≤ 1 := pow_le_one₀ hu0 hu.2
    have h2 : u ^ 2 ≤ 1 := pow_le_one₀ hu0 hu.2
    have h3 : -x ≤ |T| + 1 := by linarith [neg_abs_le T, hx.1]
    have h4 : -x * u ^ 2 ≤ |T| + 1 := by
      calc -x * u ^ 2 ≤ (|T| + 1) * u ^ 2 := mul_le_mul_of_nonneg_right h3 (sq_nonneg u)
        _ ≤ (|T| + 1) * 1 := mul_le_mul_of_nonneg_left h2 (by positivity)
        _ = |T| + 1 := mul_one _
    rw [norm_neg, Real.norm_of_nonneg (by positivity)]
    calc u ^ (2 * (m + 1)) * Real.exp (-x * u ^ 2) ≤ 1 * Real.exp (|T| + 1) :=
          mul_le_mul h1 (Real.exp_le_exp.mpr h4) (Real.exp_pos _).le zero_le_one
      _ = Real.exp (|T| + 1) := one_mul _
  have hdiff : ∀ u : ℝ, u ∈ Set.uIoc (0 : ℝ) 1 → ∀ x ∈ Metric.ball T 1,
      HasDerivAt (fun x : ℝ => u ^ (2 * m) * Real.exp (-x * u ^ 2))
        (-(u ^ (2 * (m + 1)) * Real.exp (-x * u ^ 2))) x := by
    intro u _ x _
    have h : HasDerivAt (fun x : ℝ => u ^ (2 * m) * Real.exp (-x * u ^ 2))
        (u ^ (2 * m) * (Real.exp (-x * u ^ 2) * (-1 * u ^ 2))) x :=
      (((hasDerivAt_id' x).fun_neg.mul_const (u ^ 2)).exp).const_mul (u ^ (2 * m))
    exact h.congr_deriv (by ring)
  have h := (intervalIntegral.hasDerivAt_integral_of_dominated_loc_of_deriv_le
    (μ := MeasureTheory.volume) (a := (0 : ℝ)) (b := 1)
    (F := fun x u : ℝ => u ^ (2 * m) * Real.exp (-x * u ^ 2))
    (F' := fun x u : ℝ => -(u ^ (2 * (m + 1)) * Real.exp (-x * u ^ 2)))
    (bound := fun _ => Real.exp (|T| + 1))
    (Metric.ball_mem_nhds T one_pos)
    (Eventually.of_forall fun x => Continuous.aestronglyMeasurable (by fun_prop))
    (Continuous.intervalIntegrable (by fun_prop) _ _)
    (Continuous.aestronglyMeasurable (by fun_prop))
    (Eventually.of_forall hbound)
    (Continuous.intervalIntegrable continuous_const _ _)
    (Eventually.of_forall hdiff)).2
  simp only [intervalIntegral.integral_neg] at h
  exact h
```

`HasDerivAt f d x` says that f is differentiable at x with derivative d. The statement is therefore F_m′(T) = −F_(m+1)(T).

By hand, differentiating the integrand with respect to T brings down −u²:

∂/∂T [u^(2m) exp(−Tu²)] = −u^(2m+2) exp(−Tu²).

Moving the derivative inside the integral needs a bound that holds uniformly near T. For 0 < u ≤ 1 and |x−T| < 1, we have u^(2m+2) ≤ 1 and −xu² ≤ |T|+1, so the differentiated integrand is at most exp(|T|+1) in size. In Lean, `hbound` is this estimate, `hdiff` is the pointwise derivative, and Mathlib's dominated-differentiation theorem combines them.

```lean
/-- The long-range Boys functions obey `G_m' = -G_(m+1)`. -/
theorem hasDerivAt_boysLR {ρ : ℝ} (hρ : 0 < ρ) (ω : ℝ) (m : ℕ) (T : ℝ) :
    HasDerivAt (boysLR ρ ω m) (-boysLR ρ ω (m + 1) T) T := by
  have h : HasDerivAt (boysLR ρ ω m) (√(scale ρ ω) ^ (2 * m + 1) *
      (-boys (m + 1) (scale ρ ω * T) * (scale ρ ω * 1))) T :=
    ((hasDerivAt_boys m (scale ρ ω * T)).comp T
      ((hasDerivAt_id' T).const_mul (scale ρ ω))).const_mul _
  refine h.congr_deriv ?_
  unfold boysLR
  linear_combination (√(scale ρ ω) ^ (2 * m + 1) * boys (m + 1) (scale ρ ω * T)) *
    sq_sqrt_scale hρ ω
```

This is G_m′ = −G_(m+1), with ρ and ω held fixed. By the chain rule,

G_m′(T) = (√s)^(2m+1) · (−F_(m+1)(sT)) · s = −(√s)^(2m+3) F_(m+1)(sT).

The last step absorbs s = (√s)² into the power; `linear_combination` does the same with `sq_sqrt_scale`. With T = ρR², differentiating with respect to R² therefore raises the order m, which is how higher orders enter integrals over Gaussians of higher angular momentum.

```lean
/-- The `m`-th derivative of `G_0` is `(-1)^m G_m`. -/
theorem iteratedDeriv_boysLR {ρ : ℝ} (hρ : 0 < ρ) (ω : ℝ) (m : ℕ) :
    iteratedDeriv m (boysLR ρ ω 0) = fun T => (-1) ^ m * boysLR ρ ω m T := by
  induction m with
  | zero => funext T; simp [iteratedDeriv_zero]
  | succ m ih =>
    rw [iteratedDeriv_succ, ih]
    funext T
    exact ((hasDerivAt_boysLR hρ ω m T).const_mul ((-1) ^ m)).deriv.trans (by ring)
```

Applying the previous result m times gives

dᵐG_0/dTᵐ = (−1)ᵐ G_m.

The proof is by induction: order zero is immediate, and each further derivative contributes one factor −1.

```lean
/-- `G_m(T)` is the Boys integral with its upper limit lowered from `1` to `√s`. -/
theorem boysLR_eq_integral {ρ : ℝ} (hρ : 0 < ρ) (ω : ℝ) (m : ℕ) (T : ℝ) :
    boysLR ρ ω m T =
      ∫ v in (0 : ℝ)..√(scale ρ ω), v ^ (2 * m) * Real.exp (-T * v ^ 2) := by
  have h := intervalIntegral.mul_integral_comp_mul_left (a := 0) (b := 1)
    (f := fun v : ℝ => v ^ (2 * m) * Real.exp (-T * v ^ 2)) (√(scale ρ ω))
  simp only [mul_zero, mul_one] at h
  have e : (∫ u in (0 : ℝ)..1, (√(scale ρ ω) * u) ^ (2 * m) *
      Real.exp (-T * (√(scale ρ ω) * u) ^ 2)) =
      √(scale ρ ω) ^ (2 * m) * boys m (scale ρ ω * T) := by
    rw [boys, ← intervalIntegral.integral_const_mul]
    apply intervalIntegral.integral_congr
    intro u _
    have hu : -T * (√(scale ρ ω) * u) ^ 2 = -(scale ρ ω * T) * u ^ 2 := by
      rw [mul_pow, sq_sqrt_scale hρ]; ring
    show (√(scale ρ ω) * u) ^ (2 * m) * Real.exp (-T * (√(scale ρ ω) * u) ^ 2) =
      √(scale ρ ω) ^ (2 * m) * (u ^ (2 * m) * Real.exp (-(scale ρ ω * T) * u ^ 2))
    rw [hu, mul_pow, mul_assoc]
  rw [← h, e, boysLR]
  ring
```

G_m is the Boys integral with its upper limit lowered from 1 to √s:

G_m(T) = ∫₀^√s v^(2m) exp(−Tv²) dv.

Put v = √s u, dv = √s du. The right-hand side becomes

√s ∫₀¹ (√s u)^(2m) exp(−Tsu²) du = (√s)^(2m+1) F_m(sT).

In the proof, `h` is the rescaling of the variable and `e` pulls the constant power out of the integral.

```lean
/-- The substitution `v = t / √(ρ + t²)` has derivative `(ρ/(ρ+t²))^(3/2) / √ρ`. -/
theorem hasDerivAt_substitution {ρ : ℝ} (hρ : 0 < ρ) (t : ℝ) :
    HasDerivAt (fun t : ℝ => t / √(ρ + t ^ 2)) (√(ρ / (ρ + t ^ 2)) ^ 3 / √ρ) t := by
  have hp : 0 < ρ + t ^ 2 := by positivity
  have ha : √ρ ≠ 0 := (Real.sqrt_pos.mpr hρ).ne'
  have hb : √(ρ + t ^ 2) ≠ 0 := (Real.sqrt_pos.mpr hp).ne'
  have h1 : HasDerivAt (fun t : ℝ => ρ + t ^ 2) (2 * t) t :=
    ((hasDerivAt_pow 2 t).const_add ρ).congr_deriv (by norm_num)
  refine ((hasDerivAt_id' t).fun_div (h1.sqrt hp.ne') hb).congr_deriv ?_
  have hab : √(ρ + t ^ 2) ^ 2 - t ^ 2 = √ρ ^ 2 := by
    rw [Real.sq_sqrt hp.le, Real.sq_sqrt hρ.le]; ring
  rw [Real.sqrt_div hρ.le]
  generalize √(ρ + t ^ 2) = b at *
  generalize √ρ = a at *
  calc (1 * b - t * (2 * t / (2 * b))) / b ^ 2 = (b ^ 2 - t ^ 2) / b ^ 3 := by field_simp
    _ = a ^ 2 / b ^ 3 := by rw [hab]
    _ = (a / b) ^ 3 / a := by field_simp
```

This is the derivative used at the start. Write a = √ρ and b = √(ρ+t²), so b² − t² = a² and db/dt = t/b. The quotient rule gives

(b − t²/b)/b² = (b² − t²)/b³ = a²/b³ = (a/b)³/a.

The final `calc` block follows these equalities, with `hab` supplying b² − t² = a².

```lean
/-- The Gaussian-transform integral cut off at `t = ω` equals
`√ρ G_m(T) = √ρ s^(m+1/2) F_m(s T)`. -/
theorem integral_eq_sqrt_mul_boysLR {ρ ω : ℝ} (hρ : 0 < ρ) (hω : 0 ≤ ω) (m : ℕ) (T : ℝ) :
    (∫ t in (0 : ℝ)..ω, √(ρ / (ρ + t ^ 2)) ^ 3 * (t ^ 2 / (ρ + t ^ 2)) ^ m *
      Real.exp (-T * (t ^ 2 / (ρ + t ^ 2)))) = √ρ * boysLR ρ ω m T := by
  have hend : ω / √(ρ + ω ^ 2) = √(scale ρ ω) := by
    rw [scale, Real.sqrt_div (sq_nonneg ω), Real.sqrt_sq hω, add_comm (ω ^ 2) ρ]
  have hc : Continuous fun t : ℝ => ρ / (ρ + t ^ 2) :=
    continuous_const.div (by fun_prop) (fun t => by positivity)
  -- change variables from `t` to `v = t / √(ρ + t²)`
  have key := intervalIntegral.integral_comp_mul_deriv (a := 0) (b := ω)
    (f := fun t : ℝ => t / √(ρ + t ^ 2))
    (f' := fun t : ℝ => √(ρ / (ρ + t ^ 2)) ^ 3 / √ρ)
    (g := fun v : ℝ => v ^ (2 * m) * Real.exp (-T * v ^ 2))
    (fun t _ => hasDerivAt_substitution hρ t)
    (((Real.continuous_sqrt.comp hc).pow 3).div_const _).continuousOn (by fun_prop)
  simp only [Function.comp_apply, zero_div, hend] at key
  rw [boysLR_eq_integral hρ, ← key, ← intervalIntegral.integral_const_mul]
  apply intervalIntegral.integral_congr
  intro t _
  have hp : 0 < ρ + t ^ 2 := by positivity
  have ha : √ρ ≠ 0 := (Real.sqrt_pos.mpr hρ).ne'
  have e : (t / √(ρ + t ^ 2)) ^ 2 = t ^ 2 / (ρ + t ^ 2) := by
    rw [div_pow, Real.sq_sqrt hp.le]
  show √(ρ / (ρ + t ^ 2)) ^ 3 * (t ^ 2 / (ρ + t ^ 2)) ^ m *
      Real.exp (-T * (t ^ 2 / (ρ + t ^ 2))) =
    √ρ * ((t / √(ρ + t ^ 2)) ^ (2 * m) * Real.exp (-T * (t / √(ρ + t ^ 2)) ^ 2) *
      (√(ρ / (ρ + t ^ 2)) ^ 3 / √ρ))
  rw [pow_mul (t / √(ρ + t ^ 2)) 2 m, e]
  generalize Real.exp (-T * (t ^ 2 / (ρ + t ^ 2))) = E
  generalize (t ^ 2 / (ρ + t ^ 2)) ^ m = A
  generalize √(ρ / (ρ + t ^ 2)) = B
  field_simp
```

The main theorem reads

∫₀^ω (ρ/(ρ+t²))^(3/2) (t²/(ρ+t²))ᵐ exp(−Tt²/(ρ+t²)) dt = √ρ G_m(T).

Under v = t/√(ρ+t²), the ratio t²/(ρ+t²) is v², the first factor times dt is √ρ dv, and the limits 0 and ω become 0 and √s. The integral is then

√ρ ∫₀^√s v^(2m) exp(−Tv²) dv = √ρ G_m(T).

The endpoint calculation is `hend`. It uses ω ≥ 0, because √(ω²) = ω requires it. The change of variables itself is `key`, and the remaining lines check that the two integrands agree at each t.

For a numerical instance, take ρ = 16, ω = 3, m = 1 and T = 0. Then s = 9/25, √s = 3/5 and F_1(0) = 1/3, so

G_1(0) = (3/5)³/3 = 0.072,

and the t-integral is 4 · 0.072 = 0.288.

```lean
/-- Recurrence between neighbouring orders:
`(2m+1) G_m(T) = 2T G_(m+1)(T) + s^(m+1/2) exp(-sT)`. -/
theorem boysLR_recurrence {ρ : ℝ} (hρ : 0 < ρ) (ω : ℝ) (m : ℕ) (T : ℝ) :
    (2 * m + 1) * boysLR ρ ω m T = 2 * T * boysLR ρ ω (m + 1) T +
      √(scale ρ ω) ^ (2 * m + 1) * Real.exp (-(scale ρ ω * T)) := by
  -- integrate the total derivative of `v^(2m+1) exp(-T v²)`
  have hd : ∀ v : ℝ, HasDerivAt (fun v : ℝ => v ^ (2 * m + 1) * Real.exp (-T * v ^ 2))
      ((2 * m + 1) * (v ^ (2 * m) * Real.exp (-T * v ^ 2)) -
        2 * T * (v ^ (2 * (m + 1)) * Real.exp (-T * v ^ 2))) v := by
    intro v
    have h1 : HasDerivAt (fun v : ℝ => v ^ (2 * m + 1)) ((2 * m + 1) * v ^ (2 * m)) v :=
      (hasDerivAt_pow (2 * m + 1) v).congr_deriv (by simp)
    have h2 : HasDerivAt (fun v : ℝ => -T * v ^ 2) (-T * (2 * v)) v :=
      ((hasDerivAt_pow 2 v).const_mul (-T)).congr_deriv (by norm_num)
    exact (h1.fun_mul h2.exp).congr_deriv (by ring)
  have c : ∀ k : ℕ, IntervalIntegrable (fun v : ℝ => v ^ (2 * k) * Real.exp (-T * v ^ 2))
      MeasureTheory.volume 0 (√(scale ρ ω)) :=
    fun k => Continuous.intervalIntegrable (by fun_prop) _ _
  have hi := intervalIntegral.integral_eq_sub_of_hasDerivAt (a := 0) (b := √(scale ρ ω))
    (fun v _ => hd v) (((c m).const_mul _).sub ((c (m + 1)).const_mul _))
  rw [intervalIntegral.integral_sub ((c m).const_mul _) ((c (m + 1)).const_mul _),
    intervalIntegral.integral_const_mul, intervalIntegral.integral_const_mul,
    ← boysLR_eq_integral hρ ω m T, ← boysLR_eq_integral hρ ω (m + 1) T] at hi
  have he : -T * √(scale ρ ω) ^ 2 = -(scale ρ ω * T) := by
    rw [sq_sqrt_scale hρ]; ring
  have hz : (0 : ℝ) ^ (2 * m + 1) = 0 := by simp

  rw [he, hz] at hi
  linear_combination hi
```

Neighbouring orders are linked by

(2m+1) G_m(T) = 2T G_(m+1)(T) + s^(m+1/2) exp(−sT).

To derive it, start from the total derivative

d/dv [v^(2m+1) exp(−Tv²)] = (2m+1) v^(2m) exp(−Tv²) − 2T v^(2m+2) exp(−Tv²)

and integrate from 0 to √s. The left side gives (√s)^(2m+1) exp(−sT), since the bracket vanishes at v = 0. The right side gives (2m+1)G_m(T) − 2T G_(m+1)(T). In Lean, `hd` is the derivative and `hi` its integrated form.

Given G_m at the highest order wanted and the value of exp(−sT), this relation yields all lower orders in turn; for T ≥ 0 that downward recursion only adds non-negative terms.

```lean
/-- As `ω → ∞`, the long-range function `G_m(T)` tends to the Boys function `F_m(T)`. -/
theorem tendsto_boysLR (ρ : ℝ) (m : ℕ) (T : ℝ) (hρ : 0 < ρ) :
    Tendsto (fun ω => boysLR ρ ω m T) atTop (𝓝 (boys m T)) := by
  have hs : Tendsto (fun ω => scale ρ ω) atTop (𝓝 1) := by
    have h0 : Tendsto (fun ω : ℝ => ρ / (ω ^ 2 + ρ)) atTop (𝓝 0) :=
      tendsto_const_nhds.div_atTop
        (tendsto_atTop_add_const_right _ ρ (tendsto_pow_atTop two_ne_zero))
    have h1 : Tendsto (fun ω : ℝ => 1 - ρ / (ω ^ 2 + ρ)) atTop (𝓝 1) := by
      simpa using h0.const_sub 1
    refine h1.congr fun ω => ?_
    have hp : ω ^ 2 + ρ ≠ 0 := by positivity
    rw [scale, eq_div_iff hp, sub_mul, div_mul_cancel₀ _ hp]
    ring
  have hb : Continuous (boys m) :=
    continuous_iff_continuousAt.2 fun x => (hasDerivAt_boys m x).continuousAt
  have hg : Continuous fun x : ℝ => √x ^ (2 * m + 1) * boys m (x * T) :=
    (Real.continuous_sqrt.pow _).mul (hb.comp (continuous_id.mul continuous_const))
  have h := (hg.tendsto 1).comp hs
  simp only [Real.sqrt_one, one_pow, one_mul] at h
  exact h

end

end RangeSeparatedBoys
```

At fixed ρ, m and T, G_m(T) → F_m(T) as ω → ∞. This is the full-range Coulomb limit of the long-range functions. Indeed,

s = 1 − ρ/(ω²+ρ) → 1,

and x ↦ (√x)^(2m+1) F_m(xT) is continuous, with value F_m(T) at x = 1. These two facts are `hs` and `hg`; continuity of F_m comes from its differentiability. `Tendsto … atTop (𝓝 …)` is Lean's way of writing the limit. The convergence is stated for each T separately, without a rate.

```lean
#print axioms RangeSeparatedBoys.iteratedDeriv_boysLR
#print axioms RangeSeparatedBoys.integral_eq_sqrt_mul_boysLR
#print axioms RangeSeparatedBoys.boysLR_recurrence
#print axioms RangeSeparatedBoys.tendsto_boysLR
```

```
'RangeSeparatedBoys.iteratedDeriv_boysLR' depends on axioms: [propext, Classical.choice, Quot.sound]
'RangeSeparatedBoys.integral_eq_sqrt_mul_boysLR' depends on axioms: [propext, Classical.choice, Quot.sound]
'RangeSeparatedBoys.boysLR_recurrence' depends on axioms: [propext, Classical.choice, Quot.sound]
'RangeSeparatedBoys.tendsto_boysLR' depends on axioms: [propext, Classical.choice, Quot.sound]
```
